# The linear Gladstone-Dale extrapolation from vacuum underestimates the Lorentz-Lorenz refractive index at reduced densities between 0 and 1

A simulation code that converts a molecular polarisability \(\alpha\) and a number density \(N\) into a refractive index can evaluate the Lorentz-Lorenz formula, or it can take an index that is linear in the density. If the slope of the line is matched at zero density, the two choices agree to first order at low density. For a positive polarisability, the linear one is then smaller than the Lorentz-Lorenz index at every positive density below the point where the formula diverges, and the size of the difference can be stated exactly.

Let \(\varepsilon_0\) be the vacuum permittivity, take \(\alpha\) in SI units at the frequency of the light, and define the reduced density

\[
x=\frac{N\alpha}{3\varepsilon_0}.
\]

This number is dimensionless and, at fixed polarisability, proportional to \(N\). The Lorentz-Lorenz index is

\[
n(x)=\sqrt{\frac{1+2x}{1-x}} .
\]

The Gladstone-Dale rule makes \(n-1\) proportional to density. With its slope fixed at the vacuum point, it reads \(n\approx 1+3x/2\). For \(0<x<1\),

\[
n(x)>1+\frac{3x}{2},
\qquad
\lim_{x\to0^+}\frac{n(x)-1-3x/2}{x^2}=\frac38 .
\]

## Density scaling in a simulation code

The comparison matters when a code computes \(\alpha\) for one molecule, takes \(N\) from a simulated density and reports an index for the bulk. In terms of the original quantities, the linear estimate is \(1+N\alpha/(2\varepsilon_0)\). Within the Lorentz local-field model, with a single density-independent polarisability, replacing the square root by this estimate introduces an error of known sign.

The error also has a simple lower bound: for \(0<x<1\) it exceeds \(3x^2/8\). A code can compare this number with its tolerance. If \(3x^2/8\) is already too large, the linear estimate is unsuitable. If it is small, the exact error formula derived below settles the matter, because a lower bound alone cannot show that an approximation is good enough.

A second use is extrapolation from a known index. Suppose that the Lorentz-Lorenz index \(n(x)\) is given at a reduced density \(x>0\), and that a code draws the straight line through that point and the vacuum point \(n=1\). At any higher reduced density \(y<1\), the line still lies below the Lorentz-Lorenz index. Calibrating the slope at a finite density therefore leaves the sign of the error unchanged when the line is extrapolated to higher density. Between the vacuum and the calibration point the same inequality, with the two densities exchanged, puts the line above the index.

## From the local field to the error of the line

Let \(E\neq0\) be the macroscopic electric field and \(P\) the polarisation, both taken along one direction. Each molecule responds to the Lorentz local field \(E+P/(3\varepsilon_0)\), so

\[
P=N\alpha\left(E+\frac{P}{3\varepsilon_0}\right),
\qquad
\varepsilon_0n^2E=\varepsilon_0E+P .
\]

The second equation identifies \(n^2\) with the relative permittivity, as for a nonmagnetic medium. It gives \(P=\varepsilon_0E(n^2-1)\). Since \(N\alpha=3\varepsilon_0x\), the first equation becomes \(P=3\varepsilon_0xE+xP\), or \((1-x)P=3\varepsilon_0xE\). Eliminating \(P\) and dividing by \(\varepsilon_0E\) gives

\[
(1-x)(n^2-1)=3x .
\]

Rearranged, this is

\[
\frac{n^2-1}{n^2+2}=x,
\qquad
n^2(1-x)=1+2x .
\]

For \(0\le x<1\), the nonnegative solution is \(n(x)\).

To find the error of the linear estimate, write \(n\) for \(n(x)\) and multiply the difference by its conjugate:

\[
\left(n-1-\frac{3x}{2}\right)\left(n+1+\frac{3x}{2}\right)
=\frac{1+2x}{1-x}-\left(1+\frac{3x}{2}\right)^2 .
\]

Over the common denominator \(1-x\), the numerator on the right is

\[
1+2x-(1-x)\left(1+3x+\frac{9x^2}{4}\right)
=\frac{3x^2+9x^3}{4}.
\]

Hence

\[
n(x)-1-\frac{3x}{2}
=\frac{x^2(3+9x)}{4(1-x)\left(n(x)+1+3x/2\right)} .
\]

For \(0<x<1\) every factor on the right is positive, which proves the linear inequality. After division by \(x^2\), the remaining factor is continuous at zero. There \(n(0)=1\), and its value is \(3/(4\cdot1\cdot2)=3/8\). This is the limit. In floating-point arithmetic, the right-hand side is also the better way to compute the error at small \(x\), since the left-hand side subtracts nearly equal numbers.

For the stronger bound, set \(q=1+3x/2+3x^2/8\). Its square is

\[
q^2=1+3x+3x^2+\frac{9x^3}{8}+\frac{9x^4}{64},
\]

and therefore

\[
1+2x-(1-x)q^2
=\frac{15x^3}{8}+\frac{63x^4}{64}+\frac{9x^5}{64}>0 .
\]

Division by \(1-x\) gives \(q^2<n(x)^2\). Both \(q\) and \(n(x)\) are positive, so \(q<n(x)\).

For the calibrated line, let \(0<x<y<1\), and put \(a=n(x)\) and \(b=n(y)\). The linear inequality gives \(a>1\). The index increases with density because

\[
(1+2y)(1-x)-(1+2x)(1-y)=3(y-x)>0,
\]

so \(b>a\). Inserting \(x=(a^2-1)/(a^2+2)\) into the slope of the line gives

\[
\frac{a-1}{x}=\frac{a^2+2}{a+1},
\]

and likewise for \(b\) and \(y\). The two slopes are ordered by

\[
(b^2+2)(a+1)-(a^2+2)(b+1)
=(b-a)(ab+a+b-2)>0 .
\]

Thus \((a-1)/x<(b-1)/y\). Multiplying by \(y\) and adding 1 gives

\[
1+\frac{n(x)-1}{x}\,y<n(y).
\]

## The index and its bounds in Lean

```lean
import Mathlib

open Filter Topology

namespace LorentzLorenzIndex

noncomputable section

/-- The Lorentz-Lorenz refractive index as a function of the reduced density
`x = N α / (3 ε₀)`. -/
def index (x : ℝ) : ℝ := √((1 + 2 * x) / (1 - x))

/-- For `-1/2 ≤ x < 1`, the squared index times `1 - x` equals `1 + 2 x`. -/
theorem index_sq_mul {x : ℝ} (h0 : -(1 / 2) ≤ x) (h1 : x < 1) :
    index x ^ 2 * (1 - x) = 1 + 2 * x := by
  have h : 0 < 1 - x := by linarith
  rw [index, Real.sq_sqrt (div_nonneg (by linarith) h.le), div_mul_cancel₀ _ h.ne']

/-- For `0 ≤ x < 1`, a nonnegative index obeys the Lorentz-Lorenz relation at reduced density `x`
exactly when it is `index x`. -/
theorem lorentz_lorenz_iff {x n : ℝ} (h0 : 0 ≤ x) (h1 : x < 1) (hn : 0 ≤ n) :
    (n ^ 2 - 1) / (n ^ 2 + 2) = x ↔ n = index x := by
  have hd : n ^ 2 + 2 ≠ 0 := by positivity
  have hs := index_sq_mul (by linarith : -(1 / 2) ≤ x) h1
  rw [div_eq_iff hd]
  constructor
  · intro h
    have h2 : n ^ 2 = index x ^ 2 := by
      apply mul_right_cancel₀ (sub_pos.2 h1).ne'
      linear_combination h - hs
    exact (pow_left_inj₀ hn (Real.sqrt_nonneg _) two_ne_zero).1 h2
  · intro h
    rw [h]
    linear_combination hs

/-- Molecules of polarisability `α` and number density `N` respond to the Lorentz local field `E + P
/ (3 ε₀)`. For a nonzero field `E` and a reduced density at least zero and below one, a nonnegative
`n` is compatible with some polarisation `P` exactly when it is the Lorentz-Lorenz index. -/
theorem local_field_iff {N α ε₀ E n : ℝ} (hε : 0 < ε₀) (hE : E ≠ 0) (hn : 0 ≤ n)
    (h0 : 0 ≤ N * α / (3 * ε₀)) (h1 : N * α / (3 * ε₀) < 1) :
    (∃ P : ℝ, P = N * α * (E + P / (3 * ε₀)) ∧ ε₀ * n ^ 2 * E = ε₀ * E + P) ↔
      n = index (N * α / (3 * ε₀)) := by
  rw [← lorentz_lorenz_iff h0 h1 hn, div_eq_iff (by positivity)]
  generalize hx : N * α / (3 * ε₀) = x
  have hNα : N * α = 3 * ε₀ * x := by
    rw [← hx]
    field_simp
  have hP : ∀ P : ℝ, 3 * ε₀ * x * (E + P / (3 * ε₀)) = 3 * ε₀ * x * E + x * P := by
    intro P
    have h : P / (3 * ε₀) * (3 * ε₀) = P := div_mul_cancel₀ _ (by positivity)
    linear_combination x * h
  simp only [hNα, hP]
  constructor
  · -- eliminate the polarisation and cancel the nonzero factor `ε₀ * E`
    rintro ⟨P, hp, hq⟩
    apply mul_left_cancel₀ (mul_ne_zero hε.ne' hE)
    linear_combination (1 - x) * hq + hp
  · intro h
    refine ⟨ε₀ * E * (n ^ 2 - 1), ?_, by ring⟩
    linear_combination ε₀ * E * h

/-- For `-1/3 < x < 1`, the exact difference between the Lorentz-Lorenz index and its linear
approximation `1 + 3 x / 2`. -/
theorem excess_eq {x : ℝ} (h0 : -(1 / 3) < x) (h1 : x < 1) :
    index x - (1 + 3 * x / 2) =
      x ^ 2 * (3 + 9 * x) / (4 * (1 - x) * (index x + 1 + 3 * x / 2)) := by
  have hs := index_sq_mul (by linarith : -(1 / 2) ≤ x) h1
  have hi : 0 ≤ index x := Real.sqrt_nonneg _
  have ha : 0 < 1 - x := by linarith
  have hb : 0 < index x + 1 + 3 * x / 2 := by linarith
  have hd : 4 * (1 - x) * (index x + 1 + 3 * x / 2) ≠ 0 := by positivity
  rw [eq_div_iff hd]
  linear_combination 4 * hs

/-- The index exceeds the quadratic polynomial `1 + 3 x / 2 + 3 x² / 8` for every
reduced density between zero and one. -/
theorem quadratic_lt_index {x : ℝ} (h0 : 0 < x) (h1 : x < 1) :
    1 + 3 * x / 2 + 3 * x ^ 2 / 8 < index x := by
  apply Real.lt_sqrt_of_sq_lt
  rw [lt_div_iff₀ (by linarith)]
  nlinarith [pow_pos h0 3, pow_pos h0 4, pow_pos h0 5]

/-- The difference between the index and `1 + 3 x / 2`, divided by `x²`, tends to `3/8`
as the reduced density tends to zero. -/
theorem tendsto_excess :
    Tendsto (fun x : ℝ => (index x - 1 - 3 * x / 2) / x ^ 2) (𝓝[≠] 0) (𝓝 (3 / 8)) := by
  have hc : ContinuousAt (fun x : ℝ => √((1 + 2 * x) / (1 - x))) 0 := by
    fun_prop (disch := norm_num)
  have hi : Tendsto index (𝓝 0) (𝓝 1) := by
    have h : Tendsto index (𝓝 0) (𝓝 (index 0)) := hc
    have h0 : index 0 = 1 := by simp [index]
    rwa [h0] at h
  have hid : Tendsto (fun x : ℝ => x) (𝓝 0) (𝓝 0) := tendsto_id
  have hnum : Tendsto (fun x : ℝ => 3 + 9 * x) (𝓝 0) (𝓝 (3 + 9 * 0)) :=
    (hid.const_mul 9).const_add 3
  have hden : Tendsto (fun x : ℝ => 4 * (1 - x) * (index x + 1 + 3 * x / 2)) (𝓝 0)
      (𝓝 (4 * (1 - 0) * (1 + 1 + 3 * 0 / 2))) := by
    have h := ((hid.const_sub 1).const_mul 4).mul
      ((hi.add_const 1).add ((hid.const_mul 3).div_const 2))
    exact h
  have hlim : Tendsto
      (fun x : ℝ => (3 + 9 * x) / (4 * (1 - x) * (index x + 1 + 3 * x / 2)))
      (𝓝[≠] 0) (𝓝 (3 / 8)) := by
    have h := (hnum.div hden (by norm_num)).mono_left
      (nhdsWithin_le_nhds (s := ({0}ᶜ : Set ℝ)))
    have hv : (3 + 9 * 0) / (4 * (1 - 0) * (1 + 1 + 3 * 0 / 2)) = (3 / 8 : ℝ) := by norm_num
    rw [hv] at h
    exact h
  -- near zero the quotient agrees with the continuous factor of the exact excess
  refine hlim.congr' ?_
  filter_upwards [self_mem_nhdsWithin, nhdsWithin_le_nhds (Ioo_mem_nhds
    (show (-(1 / 3) : ℝ) < 0 by norm_num) (show (0 : ℝ) < 1 by norm_num))] with x hx hx'
  have hx0 : x ≠ 0 := hx
  have he := excess_eq hx'.1 hx'.2
  rw [eq_div_iff (pow_ne_zero 2 hx0)]
  linear_combination -he

/-- The linear Gladstone-Dale extrapolation from vacuum underestimates the Lorentz-Lorenz index
at every reduced density between zero and one, and the error divided by `x²` tends to `3/8`
at low density. -/
theorem gladstone_dale_underestimates :
    (∀ x : ℝ, 0 < x → x < 1 → 1 + 3 * x / 2 < index x) ∧
      Tendsto (fun x : ℝ => (index x - 1 - 3 * x / 2) / x ^ 2) (𝓝[>] 0) (𝓝 (3 / 8)) := by
  constructor
  · intro x h0 h1
    linarith [quadratic_lt_index h0 h1, pow_pos h0 2]
  · exact tendsto_excess.mono_left
      (nhdsWithin_mono 0 (fun y (hy : 0 < y) => hy.ne'))

/-- A Gladstone-Dale line calibrated at reduced density `x` underestimates the
Lorentz-Lorenz index at any higher reduced density `y` below one. -/
theorem calibrated_line_lt_index {x y : ℝ} (h0 : 0 < x) (hxy : x < y) (h1 : y < 1) :
    1 + (index x - 1) / x * y < index y := by
  have hy : 0 < y := h0.trans hxy
  have hx1 : x < 1 := hxy.trans h1
  have ha : 1 < index x := by linarith [gladstone_dale_underestimates.1 x h0 hx1]
  have hab : index x < index y := by
    apply Real.sqrt_lt_sqrt (div_nonneg (by linarith) (by linarith))
    rw [div_lt_div_iff₀ (by linarith) (by linarith)]
    nlinarith
  -- the refractivity per density is a function of the index alone
  have ratio : ∀ z : ℝ, 0 < z → z < 1 → 1 < index z →
      (index z - 1) / z = (index z ^ 2 + 2) / (index z + 1) := by
    intro z hz hz1 hi
    have hs := index_sq_mul (by linarith : -(1 / 2) ≤ z) hz1
    have hne : index z + 1 ≠ 0 := by linarith
    rw [div_eq_div_iff hz.ne' hne]
    linear_combination hs
  have key : (index x - 1) / x < (index y - 1) / y := by
    rw [ratio x h0 hx1 ha, ratio y hy h1 (ha.trans hab),
      div_lt_div_iff₀ (by linarith) (by linarith)]
    have hp : 0 < index x * index y + index x + index y - 2 := by
      have hm : 0 < index x * index y := mul_pos (by linarith) (by linarith)
      linarith
    nlinarith [mul_pos (sub_pos.2 hab) hp]
  rw [lt_div_iff₀ hy] at key
  linarith

end

end LorentzLorenzIndex
```

```lean
#print axioms LorentzLorenzIndex.local_field_iff
-- 'LorentzLorenzIndex.local_field_iff' depends on axioms: [propext, Classical.choice, Quot.sound]
#print axioms LorentzLorenzIndex.gladstone_dale_underestimates
-- 'LorentzLorenzIndex.gladstone_dale_underestimates' depends on axioms: [propext, Classical.choice, Quot.sound]
#print axioms LorentzLorenzIndex.calibrated_line_lt_index
-- 'LorentzLorenzIndex.calibrated_line_lt_index' depends on axioms: [propext, Classical.choice, Quot.sound]
```

## Physical quantities as real variables

All quantities are real numbers. The function `index` takes the reduced density and returns \(n(x)\). In `local_field_iff`, the variables `N`, `α`, `ε₀`, `E` and `n` are the number density, polarisability, vacuum permittivity, field and index. The factors of `ε₀` fix the SI convention. The permittivity is positive, the field is nonzero and `n` is nonnegative, which selects the root of \(n^2\). The reduced density must be at least zero and less than one; `N` and `α` carry no separate sign conditions.

With these hypotheses, `local_field_iff` says that some polarisation `P` satisfies both medium equations exactly when `n` is the Lorentz-Lorenz index. The theorem `lorentz_lorenz_iff` makes the same identification starting from the ratio \((n^2-1)/(n^2+2)\).

The main theorem, `gladstone_dale_underestimates`, has two parts. The first is the strict inequality for every real `x` with `0 < x` and `x < 1`. The second is the limit of the scaled error, where `𝓝[>] 0` means that `x` approaches zero through positive values and `𝓝 (3 / 8)` that the quotient approaches \(3/8\). The auxiliary theorem `tendsto_excess` has `𝓝[≠] 0` instead and so covers the approach from both sides.

Two further theorems contain the practical bounds. `quadratic_lt_index` states that the index exceeds \(1+3x/2+3x^2/8\), and `calibrated_line_lt_index` treats the line through the vacuum point and a known index at `x`, evaluated at a higher density `y`.

## Cleared denominators, positive remainders and a continuous factor

The lemma `index_sq_mul` removes the square root and the denominator, giving \(n(x)^2(1-x)=1+2x\). Most of the later algebra rests on it. In `lorentz_lorenz_iff`, the relation is first cleared of its denominator. Comparison with `index_sq_mul` shows that the two squares agree, and nonnegativity then makes the indices equal.

The proof of `local_field_iff` eliminates `P` as in the derivation. The step `linear_combination (1 - x) * hq + hp` multiplies the permittivity equation by \(1-x\) and adds the polarisation equation, after which `P` cancels. For the converse, the proof supplies \(P=\varepsilon_0E(n^2-1)\) and checks both equations.

The exact error is `excess_eq`. Its hypothesis \(x>-1/3\) keeps \(n(x)+1+3x/2\) positive, so the denominator can be cleared, and four times the squared-index identity completes the algebra. In `quadratic_lt_index`, the comparison of squares reduces to a polynomial inequality. The call to `nlinarith` receives the positivity of \(x^3\), \(x^4\) and \(x^5\), the three powers in the remainder found above.

For the limit, `tendsto_excess` first proves that the index is continuous at zero. It then takes limits of the numerator and denominator of the factor that multiplies \(x^2\) in the exact error. The step using `congr'` replaces this factor by the original quotient at nonzero points between \(-1/3\) and 1, where `excess_eq` applies. The main theorem restricts this limit to positive `x` and obtains the linear inequality by dropping the positive quadratic term from `quadratic_lt_index`.

In `calibrated_line_lt_index`, the local statement `ratio` expresses the slope through the index alone. The statement `key` orders the slopes at `x` and `y`, with `hp` supplying the positive factor \(ab+a+b-2\). Multiplication by `y` then gives the stated inequality.

## Where the sign of the error holds

The inequalities hold throughout the stated density ranges, not only at low density. The limit is asymptotic: it fixes the leading coefficient of the error but gives no tolerance at a particular positive density. For that, the exact formula in `excess_eq` is the relevant result.

The Lorentz local field is assumed. It stands for the field at a molecule inside a spherical cavity in a uniformly polarised medium, when the contributions of the neighbours within the cavity cancel. The theorems do not derive this cancellation from a molecular arrangement, nor do they estimate the error when it fails. They also treat one real polarisability, without absorption, anisotropy or a dependence of \(\alpha\) on density. A measured index can therefore lie on either side of a Gladstone-Dale line if the material departs from the model.

The condition \(x<1\) keeps the density below the point where the model's polarisation diverges at fixed field. A code should test this condition before it evaluates the square root: Lean's `index` returns a real number for every input, but at \(x\ge1\) that number has no meaning as a refractive index.

The theorems concern exact real arithmetic. Rounding, uncertainty in the computed polarisability and sampling error in the simulated density need their own estimates, and any of them can exceed the difference between the two formulas when \(x\) is small.
